# Plateau–Rayleigh criterion: zero-mean axisymmetric ripples of period \(L\) cannot lower the energy of a liquid cylinder of radius \(R\) at second order exactly when \(L \le 2\pi R\)

## A liquid thread under surface tension

A thin stream of water from a tap breaks into drops. Surface tension favours a small area, and a long cylinder can reduce its area at fixed volume by developing necks and bulges. A short cylinder cannot do so by small ripples. Which lengths are short enough?

Take a thread of radius \(R\) and let its radius vary along the axis as \(R+\varepsilon p(z)\), where \(p\) has period \(L\) and zero mean. The zero mean keeps the volume fixed to first order in \(\varepsilon\). The second-order change of volume is accounted for by subtracting pressure times volume from the surface energy, with the Laplace pressure \(1/R\) of the cylinder in units where the surface tension is 1.

## Energy per unit length to second order

At a point where \(p=u\) and \(p'=s\), this energy per unit length is

\[
e(\varepsilon)=2\pi(R+\varepsilon u)\sqrt{1+\varepsilon^2s^2}-\frac{\pi}{R}(R+\varepsilon u)^2 .
\]

With \(\sqrt{1+\varepsilon^2s^2}=1+\tfrac12\varepsilon^2s^2+O(\varepsilon^4)\),

\[
e(\varepsilon)=\pi R+(2\pi u-2\pi u)\,\varepsilon+\Bigl(\pi R s^2-\frac{\pi u^2}{R}\Bigr)\varepsilon^2+O(\varepsilon^3).
\]

The linear term cancels, so the cylinder is stationary, and \(e''(0)=2\pi R\,(s^2-u^2/R^2)\). Integrating along the thread and dropping the factor \(2\pi R\) leaves

\[
Q[p]=\int_0^L\Bigl(p'^2-\frac{p^2}{R^2}\Bigr)dz .
\]

The slope term is the cost of extra area. The other term comes from the volume: a zero-mean ripple encloses slightly more liquid than the cylinder, so at fixed volume the thread must be thinner on average, which saves area.

## One coefficient for each harmonic

Write \(k_m=2\pi m/L\) and

\[
p(z)=\sum_{m=1}^N\bigl(a_m\cos k_mz+b_m\sin k_mz\bigr).
\]

A sine or cosine with a nonzero whole number of periods on \([0,L]\) integrates to zero, because its antiderivative takes equal values at the two ends. The product of harmonics \(m\) and \(n\) is a wave of wavenumber \(k_m-k_n\) plus one of wavenumber \(k_m+k_n\). The second always integrates to zero, and so does the first unless \(m=n\), when it is the constant \(\tfrac12(a_m^2+b_m^2)\). Hence

\[
\int_0^L p^2\,dz=\frac L2\sum_{m=1}^N(a_m^2+b_m^2).
\]

Differentiation replaces \((a_m,b_m)\) by \((k_mb_m,-k_ma_m)\), so the same formula applied to \(p'\) gives

\[
Q[p]=\frac L2\sum_{m=1}^N\Bigl(k_m^2-\frac1{R^2}\Bigr)(a_m^2+b_m^2).
\]

## The threshold at the circumference

If \(L\le2\pi R\), then \(k_m\ge k_1=2\pi/L\ge1/R\), and every term is nonnegative. If \(L>2\pi R\), then \(k_1<1/R\), and \(p=\cos(2\pi z/L)\) gives

\[
Q[p]=\frac L2\Bigl(\frac{4\pi^2}{L^2}-\frac1{R^2}\Bigr)<0 .
\]

At \(L=2\pi R\) the coefficients are \((m^2-1)/R^2\). The fundamental costs nothing, and \(Q[p]=0\) exactly when all amplitudes with \(m\ge2\) vanish. For \(N\le1\) there are no such amplitudes, and \(Q\) is always zero.

The result is static: it gives the sign of an energy change, not the growth rate of a ripple or the size of the drops.

## A cylinder in a periodic simulation box

In a simulation of a liquid cylinder along a periodic axis, the box length fixes which harmonics fit. For \(R=2\) nm the circumference is about 12.57 nm. In a 12 nm box, \(k_1^2-1/R^2\approx0.274-0.250=0.024\ \text{nm}^{-2}\), so every harmonic costs energy. In a 15 nm box the value is \(0.175-0.250\approx-0.075\ \text{nm}^{-2}\), and the fundamental lowers the energy, while \(m=2\) still raises it. These numbers treat the liquid as a continuum with constant surface tension and small axisymmetric ripples. They do not exclude a large deformation: in the 12 nm box a single spherical drop of the same volume would have a surface of about 137 nm², against 151 nm² for the cylinder.

## Ripples and energies as Lean objects

`energyDensity R u s ε` is \(e(\varepsilon)\), and `secondVariation R L p` is \(Q[p]\), with the true derivative `deriv p`. The name is used up to the factor \(2\pi R\), which a textbook second variation would include.

`wave k a b` is a fixed sinusoidal profile, not a travelling wave. `ripple L N a b` sums the harmonics from 1 to `N`; the amplitudes are functions on the natural numbers, of which only the values at \(1,\dots,N\) matter. There is no constant part. A constant displacement would make \(Q\) negative for every \(L\).

`plateau_rayleigh` assumes \(R>0\) and \(L>0\). It says that `secondVariation` is nonnegative for all `N`, `a` and `b` if and only if `L ≤ 2 * π * R`. `marginal_ripple` is the statement at the critical length.

The expansion in `energyDensity_expansion` holds at each point of the thread. Passing to the total energy means exchanging the \(\varepsilon\)-derivatives with the integral over \(z\), a step made here in the derivation and not in Lean. Non-axisymmetric displacements and infinite Fourier series are left aside.

```lean
import Mathlib

open Real

namespace PlateauRayleigh

noncomputable section

/-- Lateral area minus Laplace pressure `1/R` times volume, per unit length and for unit surface
tension, of a liquid thread with local radius `R + ε u` and local slope `ε s` (for `R ≠ 0`). -/
def energyDensity (R u s ε : ℝ) : ℝ :=
  2 * π * (R + ε * u) * Real.sqrt (1 + (ε * s) ^ 2) - π * (R + ε * u) ^ 2 / R

/-- The second variation of the energy of a thread of radius `R ≠ 0` and length `L` under the smooth
radial displacement `p`, up to the factor `2πR`. -/
def secondVariation (R L : ℝ) (p : ℝ → ℝ) : ℝ :=
  ∫ z in (0 : ℝ)..L, ((deriv p z) ^ 2 - (p z) ^ 2 / R ^ 2)

/-- The wavenumber `2πm/L` of the `m`-th harmonic on a period `L ≠ 0`. -/
def wavenumber (L m : ℝ) : ℝ := 2 * π * m / L

/-- A sinusoidal displacement with wavenumber `k` and amplitudes `a` (cosine) and `b` (sine). -/
def wave (k a b z : ℝ) : ℝ := a * Real.cos (k * z) + b * Real.sin (k * z)

/-- A superposition of the harmonics `m = 1, ..., N` on a period `L ≠ 0`. -/
def ripple (L : ℝ) (N : ℕ) (a b : ℕ → ℝ) (z : ℝ) : ℝ :=
  ∑ m ∈ Finset.Icc 1 N, wave (wavenumber L m) (a m) (b m) z

/-- For `R ≠ 0` the cylinder is stationary, and the second derivative of the energy density with
respect to the size `ε` of the displacement, taken at `ε = 0`, is `2πR (s² - u²/R²)`. -/
theorem energyDensity_expansion {R : ℝ} (hR : R ≠ 0) (u s : ℝ) :
    deriv (energyDensity R u s) 0 = 0 ∧
      deriv (deriv (energyDensity R u s)) 0 = 2 * π * R * (s ^ 2 - u ^ 2 / R ^ 2) := by
  have hw : ∀ e : ℝ, HasDerivAt (fun e : ℝ => Real.sqrt (1 + (e * s) ^ 2))
      (e * s ^ 2 / Real.sqrt (1 + (e * s) ^ 2)) e := by
    intro e
    have h0 : HasDerivAt (fun e : ℝ => e * s) s e := by
      simpa using (hasDerivAt_id' e).mul_const s
    have h1 : HasDerivAt (fun e : ℝ => 1 + (e * s) ^ 2) (2 * (e * s) * s) e := by
      simp only [sq]
      exact ((h0.fun_mul h0).const_add 1).congr_deriv (by ring)
    refine (h1.sqrt (by positivity)).congr_deriv ?_
    rw [show 2 * (e * s) * s = 2 * (e * s ^ 2) by ring, mul_div_mul_left _ _ two_ne_zero]
  have hr : ∀ e : ℝ, HasDerivAt (fun e : ℝ => R + e * u) u e := by
    intro e
    simpa using ((hasDerivAt_id' e).mul_const u).const_add R
  have hr2 : ∀ e : ℝ, HasDerivAt (fun e : ℝ => (R + e * u) ^ 2) (2 * (R + e * u) * u) e := by
    intro e
    simp only [sq]
    exact ((hr e).fun_mul (hr e)).congr_deriv (by ring)
  -- the first derivative, at every size of the displacement
  have hf : ∀ e : ℝ, HasDerivAt (energyDensity R u s)
      (2 * π * u * Real.sqrt (1 + (e * s) ^ 2)
        + 2 * π * (R + e * u) * (e * s ^ 2 / Real.sqrt (1 + (e * s) ^ 2))
        - π * (2 * (R + e * u) * u) / R) e := fun e =>
    (((hr e).const_mul (2 * π)).fun_mul (hw e)).fun_sub (((hr2 e).const_mul π).div_const R)
  constructor
  · have h : π * (2 * R * u) / R = 2 * π * u := by field_simp
    rw [(hf 0).deriv]
    simp only [zero_mul, ne_eq, OfNat.ofNat_ne_zero, not_false_eq_true, zero_pow, add_zero,
      Real.sqrt_one, zero_div, mul_zero, mul_one]
    linarith
  · have hq : HasDerivAt (fun e : ℝ => e * s ^ 2 / Real.sqrt (1 + (e * s) ^ 2)) (s ^ 2) 0 :=
      (((hasDerivAt_id' (0 : ℝ)).mul_const (s ^ 2)).fun_div (hw 0) (by simp)).congr_deriv
        (by simp)
    have h : R * (u ^ 2 / R ^ 2) = u ^ 2 / R := by field_simp
    rw [show deriv (energyDensity R u s) = _ from funext fun e => (hf e).deriv]
    refine HasDerivAt.deriv (((((hw 0).const_mul (2 * π * u)).fun_add
      (((hr 0).const_mul (2 * π)).fun_mul hq)).fun_sub
      (((((hr 0).const_mul 2).mul_const u).const_mul π).div_const R)).congr_deriv ?_)
    simp only [zero_mul, zero_div, mul_zero, add_zero, zero_add]
    linear_combination (2 * π) * h

/-- The slope of a sinusoidal displacement is a sinusoid with the same wavenumber. -/
theorem hasDerivAt_wave (k a b z : ℝ) :
    HasDerivAt (wave k a b) (wave k (k * b) (-(k * a)) z) z := by
  have h : HasDerivAt (fun y : ℝ => k * y) k z := by
    simpa using (hasDerivAt_id' z).const_mul k
  exact ((h.cos.const_mul a).fun_add (h.sin.const_mul b)).congr_deriv (by unfold wave; ring)

/-- Every sinusoidal displacement is continuous. -/
theorem continuous_wave (k a b : ℝ) : Continuous (wave k a b) :=
  continuous_iff_continuousAt.2 fun z => (hasDerivAt_wave k a b z).continuousAt

/-- A harmonic with a nonzero whole number `j` of periods on `[0, L]`, `L > 0`, integrates
to zero. -/
theorem integral_wave {L : ℝ} (hL : 0 < L) {j : ℤ} (hj : j ≠ 0) (a b : ℝ) :
    ∫ z in (0 : ℝ)..L, wave (wavenumber L j) a b z = 0 := by
  have hj' : (j : ℝ) ≠ 0 := by exact_mod_cast hj
  have hk : wavenumber L j ≠ 0 :=
    div_ne_zero (mul_ne_zero (by positivity) hj') hL.ne'
  have hkL : wavenumber L j * L = j * (2 * π) := by
    rw [wavenumber, div_mul_cancel₀ _ hL.ne']; ring
  have hs : Real.sin (j * (2 * π)) = 0 := by
    rw [show (j : ℝ) * (2 * π) = ((2 * j : ℤ) : ℝ) * π by push_cast; ring]
    exact Real.sin_int_mul_pi _
  have hc : ∀ x : ℝ, wavenumber L j * (x / wavenumber L j) = x := fun x => by field_simp
  -- the antiderivative is again a wave, and it is periodic
  have hd : ∀ z, HasDerivAt (wave (wavenumber L j) (-(b / wavenumber L j))
      (a / wavenumber L j)) (wave (wavenumber L j) a b z) z := by
    intro z
    have h := hasDerivAt_wave (wavenumber L j) (-(b / wavenumber L j)) (a / wavenumber L j) z
    rwa [mul_neg, neg_neg, hc, hc] at h
  rw [intervalIntegral.integral_eq_sub_of_hasDerivAt (fun z _ => hd z)
    ((continuous_wave _ _ _).intervalIntegrable _ _)]
  simp only [wave, hkL, hs, Real.cos_int_mul_two_pi, mul_zero, Real.cos_zero, Real.sin_zero,
    sub_self]

/-- Harmonics of different order `m ≥ 1` and `n` are orthogonal on `[0, L]`, `L > 0`; for equal
order the overlap is `L/2` times the scalar product of the amplitudes. -/
theorem integral_wave_mul {L : ℝ} (hL : 0 < L) {m n : ℕ} (hm : 1 ≤ m) (a b c d : ℝ) :
    ∫ z in (0 : ℝ)..L, wave (wavenumber L m) a b z * wave (wavenumber L n) c d z
      = if m = n then L / 2 * (a * c + b * d) else 0 := by
  -- a product of waves is a wave of the difference plus a wave of the sum
  have hprod : ∀ k q z : ℝ, wave k a b z * wave q c d z
      = wave (k - q) ((a * c + b * d) / 2) ((b * c - a * d) / 2) z
        + wave (k + q) ((a * c - b * d) / 2) ((a * d + b * c) / 2) z := by
    intro k q z
    unfold wave
    rw [sub_mul k q z, add_mul k q z, Real.cos_sub, Real.cos_add, Real.sin_sub, Real.sin_add]
    ring
  have hplus : wavenumber L m + wavenumber L n = wavenumber L (((m : ℤ) + n : ℤ) : ℝ) := by
    unfold wavenumber; push_cast; ring
  have hminus : wavenumber L m - wavenumber L n = wavenumber L (((m : ℤ) - n : ℤ) : ℝ) := by
    unfold wavenumber; push_cast; ring
  simp only [hprod]
  rw [intervalIntegral.integral_add ((continuous_wave _ _ _).intervalIntegrable _ _)
    ((continuous_wave _ _ _).intervalIntegrable _ _), hplus,
    integral_wave hL (by omega), add_zero]
  split_ifs with h
  · subst h
    rw [sub_self]
    simp only [wave, zero_mul, Real.cos_zero, Real.sin_zero, mul_one, mul_zero, add_zero,
      intervalIntegral.integral_const, smul_eq_mul, sub_zero]
    ring
  · rw [hminus, integral_wave hL (by omega)]

/-- Parseval's identity for a ripple on a period `L > 0`. -/
theorem integral_ripple_sq {L : ℝ} (hL : 0 < L) (N : ℕ) (a b : ℕ → ℝ) :
    ∫ z in (0 : ℝ)..L, (ripple L N a b z) ^ 2
      = L / 2 * ∑ m ∈ Finset.Icc 1 N, ((a m) ^ 2 + (b m) ^ 2) := by
  simp only [ripple, sq, Finset.sum_mul_sum]
  rw [intervalIntegral.integral_finsetSum, Finset.mul_sum]
  · refine Finset.sum_congr rfl fun m hm => ?_
    rw [intervalIntegral.integral_finsetSum]
    · simp only [integral_wave_mul hL (Finset.mem_Icc.1 hm).1]
      rw [Finset.sum_ite_eq, if_pos hm]
    · intro n _
      apply Continuous.intervalIntegrable
      exact (continuous_wave _ _ _).mul (continuous_wave _ _ _)
  · intro m _
    apply Continuous.intervalIntegrable
    exact continuous_finsetSum _ fun n _ => (continuous_wave _ _ _).mul (continuous_wave _ _ _)

/-- On a period `L > 0` the harmonics decouple: each contributes its squared amplitude times
`k² - 1/R²` to the second variation, with common factor `L/2`. -/
theorem secondVariation_ripple {L : ℝ} (hL : 0 < L) (R : ℝ) (N : ℕ) (a b : ℕ → ℝ) :
    secondVariation R L (ripple L N a b) = L / 2 * ∑ m ∈ Finset.Icc 1 N,
      (wavenumber L m ^ 2 - 1 / R ^ 2) * ((a m) ^ 2 + (b m) ^ 2) := by
  have hc : ∀ a b : ℕ → ℝ, Continuous (ripple L N a b) := fun a b =>
    continuous_finsetSum _ fun m _ => continuous_wave (wavenumber L m) (a m) (b m)
  have hd : deriv (ripple L N a b) = ripple L N (fun m => wavenumber L m * b m)
      (fun m => -(wavenumber L m * a m)) := by
    funext z
    apply HasDerivAt.deriv
    show HasDerivAt (fun y => ∑ m ∈ Finset.Icc 1 N, wave (wavenumber L m) (a m) (b m) y)
      (∑ m ∈ Finset.Icc 1 N, wave (wavenumber L m) (wavenumber L m * b m)
        (-(wavenumber L m * a m)) z) z
    exact HasDerivAt.fun_sum fun m _ => hasDerivAt_wave (wavenumber L m) (a m) (b m) z
  unfold secondVariation
  rw [hd, intervalIntegral.integral_sub, intervalIntegral.integral_div,
    integral_ripple_sq hL, integral_ripple_sq hL]
  · simp only [Finset.mul_sum, Finset.sum_div, ← Finset.sum_sub_distrib]
    exact Finset.sum_congr rfl fun m _ => by ring
  · exact Continuous.intervalIntegrable ((hc _ _).pow 2) _ _
  · exact Continuous.intervalIntegrable (((hc _ _).pow 2).div_const _) _ _

/-- **Plateau-Rayleigh criterion.** For `R, L > 0` the second variation is nonnegative for all
finite superpositions of harmonics `m ≥ 1` if and only if the period `L` is at most the
circumference `2πR`. -/
theorem plateau_rayleigh {R L : ℝ} (hR : 0 < R) (hL : 0 < L) :
    (∀ (N : ℕ) (a b : ℕ → ℝ), 0 ≤ secondVariation R L (ripple L N a b)) ↔ L ≤ 2 * π * R := by
  constructor
  · -- on a longer thread the fundamental cosine lowers the energy
    intro h
    by_contra hlt
    have hlt' : 2 * π * R < L := not_le.1 hlt
    have h1 := h 1 (fun _ => 1) (fun _ => 0)
    rw [secondVariation_ripple hL, Finset.Icc_self, Finset.sum_singleton] at h1
    simp only [Nat.cast_one] at h1
    have hpos : 0 < wavenumber L 1 := by unfold wavenumber; positivity
    have hk : wavenumber L 1 < 1 / R := by
      rw [wavenumber, div_lt_div_iff₀ hL hR]; linarith
    have hsq := pow_lt_pow_left₀ hk hpos.le two_ne_zero
    rw [one_div_pow] at hsq
    nlinarith [mul_pos (half_pos hL) (sub_pos.2 hsq)]
  · -- on a shorter thread every wavenumber is at least `1/R`
    intro h N a b
    rw [secondVariation_ripple hL]
    refine mul_nonneg (half_pos hL).le (Finset.sum_nonneg fun m hm => ?_)
    have hm1 : (1 : ℝ) ≤ m := by exact_mod_cast (Finset.mem_Icc.1 hm).1
    have hk : 1 / R ≤ wavenumber L m := by
      rw [wavenumber, div_le_div_iff₀ hR hL]
      have h2 := mul_le_mul_of_nonneg_left hm1 (by positivity : 0 ≤ 2 * π * R)
      linarith
    have hsq := pow_le_pow_left₀ (by positivity : 0 ≤ 1 / R) hk 2
    rw [one_div_pow] at hsq
    exact mul_nonneg (sub_nonneg.2 hsq) (by positivity)

/-- At the critical period `L = 2πR`, `R > 0`, the second variation of a ripple vanishes exactly
when all its amplitudes with `m ≥ 2` vanish. -/
theorem marginal_ripple {R : ℝ} (hR : 0 < R) (N : ℕ) (a b : ℕ → ℝ) :
    secondVariation R (2 * π * R) (ripple (2 * π * R) N a b) = 0 ↔
      ∀ m, 2 ≤ m → m ≤ N → a m = 0 ∧ b m = 0 := by
  have hL : 0 < 2 * π * R := by positivity
  have hk : ∀ m : ℕ, wavenumber (2 * π * R) m ^ 2 - 1 / R ^ 2 = ((m : ℝ) ^ 2 - 1) / R ^ 2 := by
    intro m
    have h : wavenumber (2 * π * R) m = m / R := by
      rw [wavenumber, mul_div_mul_left _ _ (by positivity : 2 * π ≠ 0)]
    rw [h, div_pow, sub_div]
  rw [secondVariation_ripple hL, mul_eq_zero, or_iff_right (half_pos hL).ne']
  simp only [hk]
  rw [Finset.sum_eq_zero_iff_of_nonneg]
  · constructor
    · intro h m hm hN
      have hm2 : (2 : ℝ) ≤ m := by exact_mod_cast hm
      have hpos : 0 < ((m : ℝ) ^ 2 - 1) / R ^ 2 := div_pos (by nlinarith) (by positivity)
      have h0 := (mul_eq_zero.1 (h m (Finset.mem_Icc.2 ⟨by omega, hN⟩))).resolve_left hpos.ne'
      exact ⟨(pow_eq_zero_iff two_ne_zero).1 (by nlinarith [sq_nonneg (a m), sq_nonneg (b m)]),
        (pow_eq_zero_iff two_ne_zero).1 (by nlinarith [sq_nonneg (a m), sq_nonneg (b m)])⟩
    · intro h m hm
      obtain ⟨h1, hN⟩ := Finset.mem_Icc.1 hm
      rcases Nat.eq_or_lt_of_le h1 with h2 | h2
      · simp [← h2]
      · simp [h m h2 hN]
  · intro m hm
    have hm1 : (1 : ℝ) ≤ m := by exact_mod_cast (Finset.mem_Icc.1 hm).1
    exact mul_nonneg (div_nonneg (by nlinarith) (by positivity)) (by positivity)

end

end PlateauRayleigh
```

```lean
#print axioms PlateauRayleigh.energyDensity_expansion
#print axioms PlateauRayleigh.plateau_rayleigh
#print axioms PlateauRayleigh.marginal_ripple
```

```
'PlateauRayleigh.energyDensity_expansion' depends on axioms: [propext, Classical.choice, Quot.sound]
'PlateauRayleigh.plateau_rayleigh' depends on axioms: [propext, Classical.choice, Quot.sound]
'PlateauRayleigh.marginal_ripple' depends on axioms: [propext, Classical.choice, Quot.sound]
```

## From antiderivatives to the sign of a sum

`energyDensity_expansion` differentiates instead of expanding in a series. It finds the first derivative at every \(\varepsilon\) (`hf`), since the second derivative needs it as a function, and then differentiates once more at 0.

`hasDerivAt_wave` shows that the slope of a wave is a wave with amplitudes \((kb,-ka)\). `integral_wave` uses this to exhibit the antiderivative and applies the fundamental theorem of calculus. In `integral_wave_mul`, `hprod` is the product formula, and `omega` confirms that \(m+n\), and for different orders \(m-n\), is a nonzero integer.

`integral_ripple_sq` expands the square into a double sum, of which orthogonality leaves the diagonal. `secondVariation_ripple` identifies the derivative of a ripple as another ripple (`hd`) and uses the previous lemma twice, once for \(p'\) and once for \(p\).

Both directions of `plateau_rayleigh` start from this diagonal form. The forward direction assumes \(L>2\pi R\) and inserts the cosine with `N = 1`, whose negative value contradicts the hypothesis. The reverse direction proves \(1/R\le k_m\), squares it, and adds nonnegative terms.

`marginal_ripple` uses the fact that a sum of nonnegative terms vanishes only if each term does. For \(m\ge2\) the coefficient is positive, which forces \(a_m^2+b_m^2=0\) and hence both amplitudes to be zero.
